# On finitely many points, exchange satisfies 0 ≤ K ≤ J if the interaction matrix is positive semidefinite with nonnegative entries

If the exchange term $K$ of two electrons of the same spin could exceed their Coulomb term $J$, a Slater determinant would have the negative interaction energy $J-K$, although the electrons repel each other everywhere. If $K$ could be negative, antisymmetry would raise the repulsion instead of lowering it. And if $K$ were complex, $J-K$ would not be an energy at all.

I have two complex orbitals $a$ and $b$ on a grid and a real matrix $V(x,y)$ for the interaction between grid points. $J$ looks harmless, since it only contains densities. But the summand of $K$ is $V(x,y)\,\overline{a(x)}\,b(x)\,\overline{b(y)}\,a(y)$, whose phase changes from point to point. What keeps the sum real and between $0$ and $J$? Is it enough that $V$ is repulsive?

## Repulsion gives the upper bound, positive semidefiniteness the lower one

Repulsion alone is not enough. Two different kinds of positivity are at work:

- $V(x,y)\ge 0$ for all $x,y$ says that no pair of positions attracts. Together with symmetry, this gives $K\le J$.
- $V$ positive semidefinite means that $V$ is symmetric and $\sum_{x,y}V(x,y)\,u(x)\,u(y)\ge 0$ for every real $u$. Physically, every charge distribution, including one with both signs, has nonnegative electrostatic self-energy. This gives $K\ge 0$.

Write
$$J=\sum_{x,y}V(x,y)\,|a(x)|^2|b(y)|^2,\qquad K=\sum_{x,y}V(x,y)\,\overline{a(x)}\,b(x)\,\overline{b(y)}\,a(y).$$

**$K$ is real.** Complex conjugation turns the summand into $V(x,y)\,a(x)\,\overline{b(x)}\,b(y)\,\overline{a(y)}$. Renaming $x\leftrightarrow y$ and using $V(y,x)=V(x,y)$ gives back the original summand, so $\overline K=K$.

**$K$ is nonnegative.** Let $\rho(x)=\overline{a(x)}\,b(x)$ be the overlap density. Then $\overline{b(y)}\,a(y)=\overline{\rho(y)}$, and
$$K=\sum_{x,y}V(x,y)\,\rho(x)\,\overline{\rho(y)}.$$
With $\rho=u+iv$ for real $u$ and $v$, the real part of $\rho(x)\overline{\rho(y)}$ is $u(x)u(y)+v(x)v(y)$. Hence
$$K=\sum_{x,y}V(x,y)\,u(x)u(y)+\sum_{x,y}V(x,y)\,v(x)v(y)\ge 0.$$
The changing phases do no harm, because $K$ is twice the sum of the electrostatic self-energies of two real charge distributions, $u$ and $v$, each taken by itself.

**$K$ is at most $J$.** Take the pair amplitude
$$\Psi_\varepsilon(x,y)=\frac{a(x)b(y)+\varepsilon\, b(x)a(y)}{\sqrt2},\qquad \varepsilon=\pm1,$$
which is the Slater determinant for $\varepsilon=-1$. Expanding the square and using $\varepsilon^2=1$,
$$|\Psi_\varepsilon(x,y)|^2=\tfrac12\left(|a(x)|^2|b(y)|^2+|b(x)|^2|a(y)|^2\right)+\varepsilon\,\mathrm{Re}\left[\overline{a(x)}\,b(x)\,\overline{b(y)}\,a(y)\right].$$
Multiply by $V(x,y)$ and sum. By symmetry of $V$ each of the first two terms contributes $J/2$, so
$$\sum_{x,y}V(x,y)\,|\Psi_\varepsilon(x,y)|^2=J+\varepsilon K.$$
For $\varepsilon=-1$ the left side is a sum of nonnegative terms, so $J-K\ge0$.

Two consequences follow. First, $J=K$ requires every term of that last sum to vanish: the determinant must be zero at every pair of points with $V(x,y)\neq0$. A purely on-site repulsion is an example, since the determinant is always zero at $x=y$. Second, $K\ge0$ gives $J-K\le J+K$, so for orthonormal orbitals, where both amplitudes are normalised, the antisymmetric one has no more interaction energy than the symmetric one. For nonorthogonal orbitals the inequality compares unnormalised sums, and the order can reverse after normalisation.

## What the Lean statements say about orbitals and interaction

`X` is a finite type of positions, an orbital is any function `X → ℂ`, and the interaction is `V : Matrix X X ℝ`. `coulomb` is $J$, real by its type. `exchange` is $K$, defined as a complex number, so its reality is a theorem about `.im` and the bounds concern `.re`. The name `coulomb` does not tie $V$ to the $1/r$ law; any matrix may be inserted.

The main theorem, `exchange_bounds`, assumes `V.PosSemidef` and `∀ x y, 0 ≤ V x y`. It concludes that $K$ has zero imaginary part and that its real part lies between $0$ and $J$, for all orbitals `a` and `b`.

`pairState ε a b` is $\Psi_\varepsilon$, and `pairEnergy` is the interaction part of the energy only, without kinetic energy or external potential. The orbitals need not be orthonormal. When they are, $\Psi_\varepsilon$ has norm one and `pairEnergy` is an expectation value; otherwise it belongs to an unnormalised amplitude. The Slater-Condon rule in `pairEnergy_pairState` is the diagonal two-body case for two particles; matrix elements between different determinants and larger electron numbers do not enter.

Two examples on two sites separate the hypotheses:

- With repulsion only between different sites, $V$ is symmetric with nonnegative entries, yet the orbitals $(1,1)$ and $(1,-1)$ give $K=-2$. After normalisation this is $K=-\tfrac12$. Symmetry and nonnegative entries therefore do not imply $K\ge0$.
- With $V=\begin{pmatrix}1&-1\\-1&1\end{pmatrix}$ and normalised orbitals on different sites, $J=-1$ and $K=0$. Positive semidefiniteness therefore does not imply $K\le J$.

The step left to the reader is the one from the grid to continuous space, where sums become integrals and $1/|\mathbf r-\mathbf r'|$ is singular at coincidence. On a grid the diagonal of $V$ needs some finite value, and the choice matters: a nonzero symmetric matrix with zero diagonal has zero trace, hence a negative eigenvalue, and is not positive semidefinite. The first example is of this kind.

```lean
import Mathlib

open ComplexConjugate

namespace CoulombExchange

noncomputable section

variable {X : Type*} [Fintype X]

/-- The Coulomb sum `J` of the densities of two orbitals `a` and `b` with interaction `V`. -/
def coulomb (V : Matrix X X ℝ) (a b : X → ℂ) : ℝ :=
  ∑ x, ∑ y, V x y * ‖a x‖ ^ 2 * ‖b y‖ ^ 2

/-- The exchange sum `K` of two orbitals `a` and `b` with interaction `V`, a complex number. -/
def exchange (V : Matrix X X ℝ) (a b : X → ℂ) : ℂ :=
  ∑ x, ∑ y, (V x y : ℂ) * (conj (a x) * b x * conj (b y) * a y)

/-- The two-particle amplitude `(a(x) b(y) + ε b(x) a(y)) / √2`: the Slater determinant
for `ε = -1`, the symmetric combination for `ε = 1`. -/
def pairState (ε : ℝ) (a b : X → ℂ) (x y : X) : ℂ :=
  (a x * b y + (ε : ℂ) * (b x * a y)) / ((Real.sqrt 2 : ℝ) : ℂ)

/-- The interaction `V` summed over the pair density of a two-particle amplitude `Ψ`. -/
def pairEnergy (V : Matrix X X ℝ) (Ψ : X → X → ℂ) : ℝ :=
  ∑ x, ∑ y, V x y * ‖Ψ x y‖ ^ 2

/-- For a symmetric interaction the exchange sum is real. -/
theorem exchange_im {V : Matrix X X ℝ} (hs : V.IsSymm) (a b : X → ℂ) :
    (exchange V a b).im = 0 := by
  rw [← Complex.conj_eq_iff_im]
  unfold exchange
  simp only [map_sum, map_mul, Complex.conj_conj, Complex.conj_ofReal]
  -- conjugation exchanges the two particles
  rw [Finset.sum_comm]
  refine Finset.sum_congr rfl fun x _ => Finset.sum_congr rfl fun y _ => ?_
  rw [hs.apply x y]
  ring

/-- For a positive semidefinite interaction the real part of the exchange sum is
nonnegative. -/
theorem exchange_re_nonneg {V : Matrix X X ℝ} (hV : V.PosSemidef) (a b : X → ℂ) :
    0 ≤ (exchange V a b).re := by
  -- the quadratic form of `V` on the real and imaginary parts of the overlap density
  have h1 := hV.dotProduct_mulVec_nonneg (fun x => (conj (a x) * b x).re)
  have h2 := hV.dotProduct_mulVec_nonneg (fun x => (conj (a x) * b x).im)
  simp only [dotProduct, Matrix.mulVec, Finset.mul_sum, Pi.star_apply, star_trivial] at h1 h2
  have h := add_nonneg h1 h2
  simp only [← Finset.sum_add_distrib] at h
  refine h.trans_eq ?_
  unfold exchange
  simp only [Complex.re_sum]
  refine Finset.sum_congr rfl fun x _ => Finset.sum_congr rfl fun y _ => ?_
  simp only [Complex.mul_re, Complex.mul_im, Complex.conj_re, Complex.conj_im,
    Complex.ofReal_re, Complex.ofReal_im]
  ring

omit [Fintype X] in
/-- The pair density is the mean of the two direct products of orbital densities plus `ε`
times the interference term, for a sign `ε = ±1`. -/
theorem norm_sq_pairState {ε : ℝ} (hε : ε ^ 2 = 1) (a b : X → ℂ) (x y : X) :
    ‖pairState ε a b x y‖ ^ 2 =
      (‖a x‖ ^ 2 * ‖b y‖ ^ 2 + ‖b x‖ ^ 2 * ‖a y‖ ^ 2) / 2
        + ε * (conj (a x) * b x * conj (b y) * a y).re := by
  unfold pairState
  rw [norm_div, div_pow, Complex.norm_real, Real.norm_eq_abs, sq_abs,
    Real.sq_sqrt (by norm_num : (0 : ℝ) ≤ 2)]
  simp only [Complex.sq_norm, Complex.normSq_apply, Complex.add_re, Complex.add_im,
    Complex.mul_re, Complex.mul_im, Complex.conj_re, Complex.conj_im,
    Complex.ofReal_re, Complex.ofReal_im]
  linear_combination (((b x).re ^ 2 + (b x).im ^ 2) * ((a y).re ^ 2 + (a y).im ^ 2) / 2) * hε

/-- Slater-Condon rule for two particles: for a symmetric interaction and a sign `ε = ±1`
the pair energy is `J + ε K`, hence `J - K` for the Slater determinant. -/
theorem pairEnergy_pairState {V : Matrix X X ℝ} (hs : V.IsSymm) {ε : ℝ} (hε : ε ^ 2 = 1)
    (a b : X → ℂ) :
    pairEnergy V (pairState ε a b) = coulomb V a b + ε * (exchange V a b).re := by
  -- relabelling the particles leaves the Coulomb sum unchanged
  have hswap : coulomb V a b = coulomb V b a := by
    unfold coulomb
    rw [Finset.sum_comm]
    refine Finset.sum_congr rfl fun x _ => Finset.sum_congr rfl fun y _ => ?_
    rw [hs.apply x y]
    ring
  have h : pairEnergy V (pairState ε a b) =
      1 / 2 * coulomb V a b + 1 / 2 * coulomb V b a + ε * (exchange V a b).re := by
    unfold pairEnergy coulomb exchange
    simp only [Complex.re_sum, Finset.mul_sum, ← Finset.sum_add_distrib]
    refine Finset.sum_congr rfl fun x _ => Finset.sum_congr rfl fun y _ => ?_
    rw [norm_sq_pairState hε, Complex.re_ofReal_mul]
    ring
  linarith

/-- For a positive semidefinite interaction with nonnegative entries the exchange sum is
real and lies between zero and the Coulomb sum: `0 ≤ K ≤ J`. -/
theorem exchange_bounds {V : Matrix X X ℝ} (hV : V.PosSemidef) (hpos : ∀ x y, 0 ≤ V x y)
    (a b : X → ℂ) :
    (exchange V a b).im = 0 ∧ 0 ≤ (exchange V a b).re ∧
      (exchange V a b).re ≤ coulomb V a b := by
  have hs : V.IsSymm :=
    Matrix.IsSymm.ext fun i j => by simpa using hV.isHermitian.apply i j
  refine ⟨exchange_im hs a b, exchange_re_nonneg hV a b, ?_⟩
  -- `J - K` is the energy of the Slater determinant, a sum of nonnegative terms
  have h := pairEnergy_pairState hs (ε := -1) (by norm_num) a b
  have h0 : 0 ≤ pairEnergy V (pairState (-1) a b) :=
    Finset.sum_nonneg fun x _ => Finset.sum_nonneg fun y _ =>
      mul_nonneg (hpos x y) (sq_nonneg _)
  linarith

/-- For a symmetric interaction with nonnegative entries, `K = J` holds exactly when the
Slater determinant of the two orbitals vanishes at every pair of points that interact. -/
theorem exchange_eq_coulomb_iff {V : Matrix X X ℝ} (hs : V.IsSymm)
    (hpos : ∀ x y, 0 ≤ V x y) (a b : X → ℂ) :
    (exchange V a b).re = coulomb V a b ↔
      ∀ x y, V x y ≠ 0 → pairState (-1) a b x y = 0 := by
  have h := pairEnergy_pairState hs (ε := -1) (by norm_num) a b
  have hterm : ∀ x y, 0 ≤ V x y * ‖pairState (-1) a b x y‖ ^ 2 :=
    fun x y => mul_nonneg (hpos x y) (sq_nonneg _)
  constructor
  · intro hK x y hxy
    have h0 : pairEnergy V (pairState (-1) a b) = 0 := by linarith
    unfold pairEnergy at h0
    -- a vanishing sum of nonnegative terms vanishes term by term
    have h1 := (Finset.sum_eq_zero_iff_of_nonneg
      (fun x _ => Finset.sum_nonneg fun y _ => hterm x y)).1 h0 x (Finset.mem_univ x)
    have h2 := (Finset.sum_eq_zero_iff_of_nonneg
      (fun y _ => hterm x y)).1 h1 y (Finset.mem_univ y)
    exact norm_eq_zero.1 (pow_eq_zero_iff two_ne_zero |>.1 ((mul_eq_zero.1 h2).resolve_left hxy))
  · intro hz
    have h0 : pairEnergy V (pairState (-1) a b) = 0 := by
      unfold pairEnergy
      refine Finset.sum_eq_zero fun x _ => Finset.sum_eq_zero fun y _ => ?_
      by_cases hxy : V x y = 0
      · rw [hxy, zero_mul]
      · rw [hz x y hxy, norm_zero]
        ring
    linarith

/-- For a positive semidefinite interaction the pair energy of the Slater determinant is at
most that of the symmetric combination of the same orbitals. -/
theorem antisymmetric_le_symmetric {V : Matrix X X ℝ} (hV : V.PosSemidef) (a b : X → ℂ) :
    pairEnergy V (pairState (-1) a b) ≤ pairEnergy V (pairState 1 a b) := by
  have hs : V.IsSymm :=
    Matrix.IsSymm.ext fun i j => by simpa using hV.isHermitian.apply i j
  rw [pairEnergy_pairState hs (by norm_num), pairEnergy_pairState hs (by norm_num)]
  linarith [exchange_re_nonneg hV a b]

/-- On two sites with repulsion only between different sites, the orbitals `(1, 1)` and
`(1, -1)` have the negative exchange sum `-2`. -/
theorem exchange_negative_example :
    exchange !![0, 1; 1, 0] ![1, 1] ![1, -1] = -2 := by
  norm_num [exchange, Fin.sum_univ_two]

/-- On two sites, a positive semidefinite interaction with a negative entry and orbitals
localised on different sites give `J = -1` and `K = 0`. -/
theorem exchange_exceeds_coulomb_example :
    (!![1, -1; -1, 1] : Matrix (Fin 2) (Fin 2) ℝ).PosSemidef ∧
      coulomb !![1, -1; -1, 1] ![1, 0] ![0, 1] = -1 ∧
      exchange !![1, -1; -1, 1] ![1, 0] ![0, 1] = 0 := by
  refine ⟨?_, ?_, ?_⟩
  · -- the matrix is a Gram matrix
    have h := Matrix.posSemidef_conjTranspose_mul_self
      (!![1, -1; 0, 0] : Matrix (Fin 2) (Fin 2) ℝ)
    convert h using 1
    ext i j
    fin_cases i <;> fin_cases j <;> simp [Matrix.mul_apply, Fin.sum_univ_two]
  · norm_num [coulomb, Fin.sum_univ_two]
  · norm_num [exchange, Fin.sum_univ_two]

end

end CoulombExchange
```

```lean
#print axioms CoulombExchange.exchange_re_nonneg
#print axioms CoulombExchange.exchange_bounds
#print axioms CoulombExchange.exchange_negative_example
#print axioms CoulombExchange.exchange_exceeds_coulomb_example
```

```
'CoulombExchange.exchange_re_nonneg' depends on axioms: [propext, Classical.choice, Quot.sound]
'CoulombExchange.exchange_bounds' depends on axioms: [propext, Classical.choice, Quot.sound]
'CoulombExchange.exchange_negative_example' depends on axioms: [propext, Classical.choice, Quot.sound]
'CoulombExchange.exchange_exceeds_coulomb_example' depends on axioms: [propext, Classical.choice, Quot.sound]
```

## From conjugation to the determinant's energy in Lean

`exchange_im` replaces "imaginary part zero" by "equal to its conjugate". `Finset.sum_comm` exchanges the two summations, which is the renaming $x\leftrightarrow y$, and `hs.apply x y` supplies the symmetry of $V$. The remaining reordering of factors is left to `ring`.

`exchange_re_nonneg` applies the definition of positive semidefiniteness twice, in `h1` to $u=\mathrm{Re}\,\rho$ and in `h2` to $v=\mathrm{Im}\,\rho$. It adds the two inequalities and then shows, summand by summand, that the total is the real part of $K$.

`norm_sq_pairState` is the expansion of $|\Psi_\varepsilon(x,y)|^2$. After everything is written in real and imaginary parts, the two sides differ only by $(\varepsilon^2-1)\,|b(x)|^2|a(y)|^2/2$. The `linear_combination` line removes this difference with the hypothesis `ε ^ 2 = 1`.

`pairEnergy_pairState` sums that identity. The intermediate result `hswap` states that $J$ is unchanged when $a$ and $b$ trade places, and `h` collects the two halves of $J$ and the exchange term.

`exchange_bounds` first extracts symmetry from `hV.isHermitian`, since a real Hermitian matrix is symmetric. The first two claims are the earlier lemmas. For the third, `h` says that the determinant's energy is $J-K$, `h0` says that it is nonnegative, and `linarith` combines them.

In `exchange_eq_coulomb_iff`, the forward direction uses `Finset.sum_eq_zero_iff_of_nonneg` once for each summation: a vanishing sum of nonnegative terms vanishes term by term. Where $V(x,y)\ne0$, the amplitude itself must then be zero. The reverse direction inserts the zeros and finds $J-K=0$. `antisymmetric_le_symmetric` rewrites both energies as $J\mp K$ and uses $K\ge0$.

The examples are evaluated directly. Positive semidefiniteness in the second one comes from writing the matrix as $M^{\mathsf T}M$ with $M=\begin{pmatrix}1&-1\\0&0\end{pmatrix}$.

## The exchange sum in a grid calculation

In a Hartree-Fock calculation on a periodic grid of $N$ points, $V$ depends only on $x-y$. For each pair of orbitals one forms $\rho(x)=\overline{a(x)}\,b(x)$ and takes its discrete Fourier transform $\tilde\rho(k)=\sum_x e^{-ikx}\rho(x)$. With $\tilde V(k)$ defined in the same way from $V$, ordinary Fourier analysis gives
$$K=\frac1N\sum_k\tilde V(k)\,|\tilde\rho(k)|^2.$$
Positive semidefiniteness of $V$ now reads $\tilde V(k)\ge0$ for all $k$, and $K$ is visibly a sum of nonnegative terms. The upper bound needs more care: if $\tilde V(0)$ is set to zero to avoid the divergence of the Coulomb interaction at $k=0$, the entries of $V$ sum to zero, so some of them are negative and $K\le J$ is no longer guaranteed.

The same number separates the two spin states of an open-shell pair. For two electrons in fixed orthonormal orbitals $a$ and $b$, the triplet has the antisymmetric spatial amplitude and the singlet the symmetric one. Their one-body energies agree, so of these two states the triplet lies lower by $2K$, or level with the singlet if $K=0$. Mixing the singlet with configurations in which one orbital is doubly occupied is left out here, and it can reverse the order.
